# For |c| < a, two Cholesky steps decide whether the minimal-basis H2 repulsion matrix is positive semidefinite

The integrals enter here as four free real numbers, not as Coulomb integrals over given orbitals. For basis functions 1 and 2 on the two atoms, they are $a=(11|11)$, $b=(11|12)$, $c=(11|22)$ and $d=(12|12)$. Had they been defined from orbitals, positivity of the Coulomb kernel would make the matrix positive semidefinite from the start, and the criterion below would become the inequality $2b^2\le d(a+c)$. With free numbers it is a test that approximate or corrupted integrals can fail.

```lean
import Mathlib

open Matrix

namespace MinimalBasisH2Cholesky

noncomputable section
```

A Cholesky step on pivot $p$ replaces $M_{ij}$ by $M_{ij}-M_{ip}M_{pj}/M_{pp}$. The file works with the remaining matrix and builds no triangular factor.

```lean
/-- One Cholesky step on the pivot `p`: the product of column `p` and row `p`, divided by the entry
`M p p`, is subtracted. -/
def choleskyStep (M : Matrix (Fin 3) (Fin 3) ℝ) (p : Fin 3) : Matrix (Fin 3) (Fin 3) ℝ :=
  Matrix.of fun i j => M i j - M i p * M p j / M p p
```

Indices 0, 1, 2 stand for the products 11, 12, 22.

```lean
/-- A matrix with the form of the minimal-basis H2 repulsion matrix over the orbital products 11,
12, 22 (indices 0, 1, 2). The arbitrary real numbers `a`, `b`, `c`, `d` take the places of the
integrals (11|11), (11|12), (11|22), (12|12). -/
def repulsion (a b c d : ℝ) : Matrix (Fin 3) (Fin 3) ℝ :=
  !![a, b, c; b, d, b; c, b, a]
```

Write $r=d-2b^2/(a+c)$ for `residual`.

```lean
/-- The number `d - 2b²/(a+c)`. -/
def residual (a b c d : ℝ) : ℝ := d - 2 * b ^ 2 / (a + c)
```

A density with coefficient vector $v$ has self-repulsion $v^TMv$.

```lean
/-- The self-repulsion of a density with coefficients `x` over the three orbital products. -/
def selfRepulsion (M : Matrix (Fin 3) (Fin 3) ℝ) (x : Fin 3 → ℝ) : ℝ := x ⬝ᵥ (M *ᵥ x)
```

## Equivalent atoms and real orbitals

Real orbitals make 12 and 21 the same product, so three products suffice. Equivalent atoms give $(22|22)=a$ and $(22|12)=b$. Both assumptions are built into `repulsion`. For the density $x\cdot 11+y\cdot 12+z\cdot 22$, multiplying out gives

$$a(x^2+z^2)+dy^2+2cxz+2by(x+z).$$

```lean
/-- The self-repulsion of the density `x·11 + y·12 + z·22`, written out in the integrals. -/
theorem selfRepulsion_eq (a b c d x y z : ℝ) :
    selfRepulsion (repulsion a b c d) ![x, y, z] =
      a * (x ^ 2 + z ^ 2) + d * y ^ 2 + 2 * c * (x * z) + 2 * b * (y * (x + z)) := by
  simp only [selfRepulsion, repulsion, Matrix.mulVec, dotProduct, Fin.sum_univ_three]
  change x * (a * x + b * y + c * z) + y * (b * x + d * y + b * z)
    + z * (c * x + b * y + a * z) = _
  ring
```

The symmetry separates $x+z$ from $x-z$:

$$a(x^2+z^2)+2cxz=\tfrac{a+c}{2}(x+z)^2+\tfrac{a-c}{2}(x-z)^2.$$

Only $x+z$ couples to $y$. Completing that square costs $2b^2y^2/(a+c)$, so the self-repulsion is

$$\tfrac{a+c}{2}\Big(x+z+\tfrac{2b}{a+c}y\Big)^2+\tfrac{a-c}{2}(x-z)^2+r\,y^2.$$

In Lean, `field_simp` clears the denominator and `ring` checks the identity; only $a+c\neq0$ is needed. With inequivalent atoms, $b$ and $a$ would each split into two numbers and $r$ would take a different form.

```lean
/-- The self-repulsion splits into a symmetric square, an antisymmetric square and
the residual times the squared weight of the product 12. -/
theorem selfRepulsion_squares {a c : ℝ} (b d : ℝ) (hac : a + c ≠ 0) (x y z : ℝ) :
    selfRepulsion (repulsion a b c d) ![x, y, z] =
      (a + c) / 2 * (x + z + 2 * (b / (a + c)) * y) ^ 2 + (a - c) / 2 * (x - z) ^ 2
        + residual a b c d * y ^ 2 := by
  rw [selfRepulsion_eq, residual]
  field_simp
  ring
```

Mathlib's `PosSemidef` also requires a Hermitian matrix. The symmetric form of `repulsion` supplies this, leaving the condition that no density has negative self-repulsion.

```lean
/-- The repulsion matrix is positive semidefinite exactly when no density has negative
self-repulsion. -/
theorem posSemidef_iff_selfRepulsion (a b c d : ℝ) :
    (repulsion a b c d).PosSemidef ↔ ∀ x, 0 ≤ selfRepulsion (repulsion a b c d) x := by
  rw [Matrix.posSemidef_iff_dotProduct_mulVec]
  constructor
  · rintro ⟨_, h⟩ x
    simpa only [selfRepulsion, star_trivial] using h x
  · intro h
    refine ⟨Matrix.IsHermitian.ext fun i j => ?_, fun x => ?_⟩
    · fin_cases i <;> fin_cases j <;> simp [repulsion]
    · simpa only [selfRepulsion, star_trivial] using h x
```

## The condition |c| < a

The densities $11+22$ and $11-22$ have self-repulsions $2(a+c)$ and $2(a-c)$. The hypothesis says that both are strictly positive, as they are for 1s functions on two separate nuclei. It also implies $a>0$, the first pivot. No sign is assumed for $b$ or $d$.

The step on 11 clears its row and column and leaves

- $d-b^2/a$ at (12,12),
- $b-bc/a=b(a-c)/a$ at (12,22),
- $a-c^2/a=(a-c)(a+c)/a$ at (22,22).

```lean
/-- The matrix left after the Cholesky step on the product 11. -/
theorem step_11 {a : ℝ} (b c d : ℝ) (ha : a ≠ 0) :
    choleskyStep (repulsion a b c d) 0 =
      !![0, 0, 0;
         0, d - b ^ 2 / a, b * (a - c) / a;
         0, b * (a - c) / a, (a - c) * (a + c) / a] := by
  ext i j
  fin_cases i <;> fin_cases j <;> simp [choleskyStep, repulsion] <;>
    (try field_simp) <;> (try ring)
```

The last entry is the second pivot, positive because both factors are. The step on 22 leaves, at (12,12),

$$d-\frac{b^2}{a}-\frac{b^2(a-c)}{a(a+c)}=d-\frac{2b^2}{a+c}=r.$$

The proof derives $a$, $a+c$, $a-c\neq0$ from the hypothesis and checks all nine entries.

```lean
/-- After Cholesky steps on 11 and then 22, only the diagonal entry of the product 12 can
differ from zero, and it equals `d - 2b²/(a+c)`. -/
theorem step_11_22 {a c : ℝ} (b d : ℝ) (h : |c| < a) :
    choleskyStep (choleskyStep (repulsion a b c d) 0) 2 =
      !![0, 0, 0; 0, residual a b c d, 0; 0, 0, 0] := by
  obtain ⟨h1, h2⟩ := abs_lt.mp h
  have ha : a ≠ 0 := by intro h0; linarith
  have hp : a + c ≠ 0 := by intro h0; linarith
  have hm : a - c ≠ 0 := by intro h0; linarith
  rw [step_11 b c d ha]
  ext i j
  fin_cases i <;> fin_cases j <;> simp [choleskyStep, residual] <;>
    (try field_simp) <;> (try ring)
```

Now fit 12 by $s\cdot 11+t\cdot 22$. Setting $x=-s$, $y=1$, $z=-t$ in the sum of squares gives $r$ plus two squares with positive weights. The error's self-repulsion is therefore at least $r$, with equality only when $s=t=b/(a+c)$. In this three-product model, when $r\ge0$, the Cholesky residual is thus the smallest squared density-fitting error in the Coulomb metric.

```lean
/-- The residual is the least self-repulsion of the error `12 - s·11 - t·22` made when the
product 12 is fitted by 11 and 22, and it is reached only for `s = t = b/(a+c)`. -/
theorem residual_is_least_fit_error {a c : ℝ} (b d : ℝ) (h : |c| < a) (s t : ℝ) :
    residual a b c d ≤ selfRepulsion (repulsion a b c d) ![-s, 1, -t] ∧
      (selfRepulsion (repulsion a b c d) ![-s, 1, -t] = residual a b c d ↔
        s = b / (a + c) ∧ t = b / (a + c)) := by
  obtain ⟨h1, h2⟩ := abs_lt.mp h
  have hp : a + c ≠ 0 := by intro h0; linarith
  have key : selfRepulsion (repulsion a b c d) ![-s, 1, -t] =
      (a + c) / 2 * (2 * (b / (a + c)) - s - t) ^ 2 + (a - c) / 2 * (s - t) ^ 2
        + residual a b c d := by
    rw [selfRepulsion_squares b d hp]
    ring
  have n1 : 0 ≤ (a + c) / 2 * (2 * (b / (a + c)) - s - t) ^ 2 :=
    mul_nonneg (by linarith) (sq_nonneg _)
  have n2 : 0 ≤ (a - c) / 2 * (s - t) ^ 2 := mul_nonneg (by linarith) (sq_nonneg _)
  refine ⟨by linarith, ?_, ?_⟩
  · -- equality forces both squares to vanish
    intro he
    have e1 : (a + c) / 2 * (2 * (b / (a + c)) - s - t) ^ 2 = 0 := by linarith
    have e2 : (a - c) / 2 * (s - t) ^ 2 = 0 := by linarith
    have f1 : 2 * (b / (a + c)) - s - t = 0 :=
      (pow_eq_zero_iff two_ne_zero).mp
        ((mul_eq_zero.mp e1).resolve_left (by intro h0; linarith))
    have f2 : s - t = 0 :=
      (pow_eq_zero_iff two_ne_zero).mp
        ((mul_eq_zero.mp e2).resolve_left (by intro h0; linarith))
    constructor <;> linarith
  · rintro ⟨hs, ht⟩
    rw [key, hs, ht]
    ring
```

The main theorem collects the pivots, the remaining matrix and the criterion. If the matrix is positive semidefinite, testing it on the best-fit error gives $r\ge0$. If $r\ge0$, every term in the sum of squares is nonnegative. The pivot order is fixed; selection by largest diagonal is not modelled.

```lean
/-- For `|c| < a`, the Cholesky pivots on 11 and then 22 are positive, the two steps leave
`d - 2b²/(a+c)` as the only possibly nonzero entry, and the repulsion matrix is positive
semidefinite exactly when this number is nonnegative. -/
theorem h2_cholesky {a c : ℝ} (b d : ℝ) (h : |c| < a) :
    0 < repulsion a b c d 0 0 ∧
    0 < choleskyStep (repulsion a b c d) 0 2 2 ∧
    choleskyStep (choleskyStep (repulsion a b c d) 0) 2 =
      !![0, 0, 0; 0, d - 2 * b ^ 2 / (a + c), 0; 0, 0, 0] ∧
    ((repulsion a b c d).PosSemidef ↔ 0 ≤ d - 2 * b ^ 2 / (a + c)) := by
  obtain ⟨h1, h2⟩ := abs_lt.mp h
  have ha : 0 < a := by linarith
  have hp : a + c ≠ 0 := by intro h0; linarith
  refine ⟨ha, ?_, step_11_22 b d h, ?_⟩
  · rw [step_11 b c d ha.ne']
    change 0 < (a - c) * (a + c) / a
    exact div_pos (mul_pos (by linarith) (by linarith)) ha
  · change _ ↔ 0 ≤ residual a b c d
    rw [posSemidef_iff_selfRepulsion]
    constructor
    · -- test the matrix on the error of the best fit
      intro hpos
      have hfit := (residual_is_least_fit_error b d h (b / (a + c)) (b / (a + c))).2.mpr
        ⟨rfl, rfl⟩
      rw [← hfit]
      exact hpos _
    · -- every term of the sum of squares is nonnegative
      intro hr v
      have hv : v = ![v 0, v 1, v 2] := by
        ext i
        fin_cases i <;> rfl
      rw [hv, selfRepulsion_squares b d hp]
      exact add_nonneg (add_nonneg (mul_nonneg (by linarith) (sq_nonneg _))
        (mul_nonneg (by linarith) (sq_nonneg _))) (mul_nonneg hr (sq_nonneg _))
```

The following numbers only illustrate the arithmetic; they are not H2 integrals, since positive 1s functions on two separate nuclei give $d<b$. Take $a=5$, $b=2$, $c=3$, $d=2$. The first step leaves $6/5$, $4/5$ and $16/5$ in the order listed above. The second leaves $6/5-(16/25)/(16/5)=1$, which agrees with $r=2-8/8$. Lowering $d$ to $1/2$ gives $r=-1/2$, and the density $12-\tfrac14\,11-\tfrac14\,22$ then has self-repulsion $-1/2$.

## When |c| reaches or exceeds a

If $|c|>a$, one of $11\pm22$ has negative self-repulsion, so the matrix is not positive semidefinite, whatever $r$ is: $a=1$, $b=0$, $c=2$, $d=1$ gives $r=1$. The final theorem states this as a necessary condition, $|c|\le a$, tested on the same two densities. The hypothesis therefore excludes only boundary cases among the positive semidefinite matrices. At $c=-a$, for instance, the formula for $r$ loses its denominator.

```lean
/-- A positive semidefinite repulsion matrix of this form always satisfies `|c| ≤ a`. -/
theorem abs_le_of_posSemidef {a b c d : ℝ} (h : (repulsion a b c d).PosSemidef) :
    |c| ≤ a := by
  rw [posSemidef_iff_selfRepulsion] at h
  -- the densities 11 + 22 and 11 - 22 give the two bounds
  have h1 := h ![1, 0, 1]
  have h2 := h ![1, 0, -1]
  rw [selfRepulsion_eq] at h1 h2
  exact abs_le.mpr ⟨by linarith, by linarith⟩

end

end MinimalBasisH2Cholesky
```

```lean
#print axioms MinimalBasisH2Cholesky.h2_cholesky
#print axioms MinimalBasisH2Cholesky.abs_le_of_posSemidef
```

```
'MinimalBasisH2Cholesky.h2_cholesky' depends on axioms: [propext, Classical.choice, Quot.sound]
'MinimalBasisH2Cholesky.abs_le_of_posSemidef' depends on axioms: [propext, Classical.choice, Quot.sound]
```
